# Projecting the core out of valence functions, without renormalising them, leaves their overlap matrix unchanged exactly when they were already orthogonal to the core

Take finitely many core and valence functions, with core overlap matrix `A`, core–valence overlap `B` and valence overlap `D`. Subtracting from each valence function its projection on the core, without renormalising, turns `D` into `D - Bᴴ * A⁻¹ * B`, and the theorem says that this equals `D` exactly when `B = 0`. `A` is assumed positive definite, which for an overlap matrix means linearly independent core functions; nothing is assumed of `B` and `D`. In the harder direction, equality gives `Bᴴ * A⁻¹ * B = 0`, while a vector `y` with `B *ᵥ y ≠ 0` would make the quadratic form of this matrix at `y` strictly positive, since `A⁻¹` is positive definite too. So `B` sends every vector to zero, and unit vectors then show that each of its entries vanishes.

Lean 4 with Mathlib refuses this proof:

```lean
import Mathlib

open Matrix
open scoped ComplexOrder

namespace CoreValenceOrthogonalisation

noncomputable section

variable {c v : Type*} [Fintype c] [DecidableEq c] [Fintype v] [DecidableEq v]

/-- The matrix `D' = D - Bᴴ A⁻¹ B`. -/
def valenceOverlap (A : Matrix c c ℂ) (B : Matrix c v ℂ) (D : Matrix v v ℂ) :
    Matrix v v ℂ :=
  D - Bᴴ * A⁻¹ * B

/-- For positive definite `A`, orthogonalisation leaves the valence overlap matrix unchanged exactly
when the core and valence functions have no overlap to begin with. -/
theorem valenceOverlap_eq_iff {A : Matrix c c ℂ} (hA : A.PosDef) (B : Matrix c v ℂ)
    (D : Matrix v v ℂ) : valenceOverlap A B D = D ↔ B = 0 := by
  constructor
  · intro h
    have h0 : Bᴴ * A⁻¹ * B = 0 := sub_eq_self.1 h
    -- every valence function has zero projection on the core
    have hB : ∀ y : v → ℂ, B *ᵥ y = 0 := by
      intro y
      by_contra hy
      have hp := hA.inv.dotProduct_mulVec_pos hy
      rw [star_mulVec, ← Matrix.dotProduct_mulVec, mulVec_mulVec, mulVec_mulVec,
        ← Matrix.mul_assoc, h0, zero_mulVec, dotProduct_zero] at hp
      exact lt_irrefl _ hp
    ext i j
    have hij := congrFun (hB (Pi.single j 1)) i
    simpa using hij
  · rintro rfl
    simp [valenceOverlap]

end

end CoreValenceOrthogonalisation
```

Lean reports:

```
Main.lean:30:8: error: Tactic `rewrite` failed: Did not find an occurrence of the pattern
  ?L * (?M * ?N)
in the target expression
  0 < star y ⬝ᵥ (Bᴴ * A⁻¹ * B) *ᵥ y

c : Type u_1
v : Type u_2
inst✝³ : Fintype c
inst✝² : DecidableEq c
inst✝¹ : Fintype v
inst✝ : DecidableEq v
A : Matrix c c ℂ
hA : A.PosDef
B : Matrix c v ℂ
D : Matrix v v ℂ
h : valenceOverlap A B D = D
h0 : Bᴴ * A⁻¹ * B = 0
y : v → ℂ
hy : ¬B *ᵥ y = 0
hp : 0 < star y ⬝ᵥ (Bᴴ * A⁻¹ * B) *ᵥ y
⊢ False
```

The message says that the rewrite `← Matrix.mul_assoc` found nothing to act on. Read from right to left, that lemma turns `L * (M * N)` into `L * M * N`, so it needs a product bracketed to the right.

There is none in `hp` by then. Before the two `mulVec_mulVec` steps the vector is `Bᴴ *ᵥ (A⁻¹ *ᵥ (B *ᵥ y))`. The first step merges the outer pair of matrices, giving `(Bᴴ * A⁻¹) *ᵥ (B *ᵥ y)`, and the second brings in `B`, giving `(Bᴴ * A⁻¹ * B) *ᵥ y`. Lean reads `Bᴴ * A⁻¹ * B` as `(Bᴴ * A⁻¹) * B`, so the product is already bracketed to the left, and `rw` fails when its pattern is missing, even if the step was not needed.

The diff deletes that step. The product in `hp` is already the left side of `h0`, so `h0` replaces it by zero, and the remaining rewrites reduce `hp` to `0 < 0`, which `lt_irrefl` refutes.

Fix (accepted with no message):

```diff
@@ -28,5 +28,5 @@
       have hp := hA.inv.dotProduct_mulVec_pos hy
       rw [star_mulVec, ← Matrix.dotProduct_mulVec, mulVec_mulVec, mulVec_mulVec,
-        ← Matrix.mul_assoc, h0, zero_mulVec, dotProduct_zero] at hp
+        h0, zero_mulVec, dotProduct_zero] at hp
       exact lt_irrefl _ hp
     ext i j
```
